# The participation ratio of a normalised real transition amplitude lies between 1 and the smaller of the numbers of occupied and virtual orbitals, and is 1 exactly at rank one

An excitation is represented here by a bare rectangular matrix $X$ of real numbers. The entry $X_{ia}$ is the amplitude for moving an electron from occupied orbital $i$ to virtual orbital $a$. No Hamiltonian appears, so the matrix need not solve an excited-state equation. The bounds on the participation ratio do assume that it is normalised, $\sum_{ia}X_{ia}^2=1$. In Lean, the types `o` and `v` label the occupied and virtual orbitals, and $|o|$ and $|v|$ below are their numbers.

```lean
import Mathlib

open Matrix

namespace NaturalTransitionOrbitals

noncomputable section

variable {o v : Type*} [Fintype o] [Fintype v]
```

The hole density is $D=XX^T$ and the electron density is $X^TX$.

```lean
/-- The hole density matrix `X Xᵀ` of a transition amplitude `X` (occupied by virtual). -/
def holeDensity (X : Matrix o v ℝ) : Matrix o o ℝ := X * Xᵀ

/-- The electron density matrix `Xᵀ X` of a transition amplitude `X`. -/
def electronDensity (X : Matrix o v ℝ) : Matrix v v ℝ := Xᵀ * X
```

Their eigenvectors are the natural transition orbitals. The participation ratio is defined without computing them, as $1/P$ with the purity $P=\operatorname{tr}(D^2)$. In terms of the singular values $s_k$ of $X$, the familiar form is $P=\sum_k s_k^4$; the proofs below work with matrix entries instead.

```lean
/-- The inverse of the trace of the squared hole density. For a normalised amplitude `X` this is the
participation ratio. -/
def participationRatio (X : Matrix o v ℝ) : ℝ :=
  1 / trace (holeDensity X * holeDensity X)
```

## Finitely many orbitals and real amplitudes

Finiteness means a finite orbital basis, as in a practical calculation. It makes every trace a finite sum, and cyclicity then gives equal hole and electron purities when the first $X$ is moved to the end:
$$\operatorname{tr}(XX^TXX^T)=\operatorname{tr}(X^TXX^TX).$$
The proof does this with `Matrix.trace_mul_comm`. Without finiteness, the traces would need convergence conditions and the upper bound could be infinite.

```lean
/-- The squared hole density and the squared electron density have the same trace. -/
theorem hole_purity_eq_electron_purity (X : Matrix o v ℝ) :
    trace (holeDensity X * holeDensity X) =
      trace (electronDensity X * electronDensity X) := by
  unfold holeDensity electronDensity
  rw [Matrix.mul_assoc X Xᵀ (X * Xᵀ), Matrix.trace_mul_comm X]
  simp only [Matrix.mul_assoc]
```

Real amplitudes are the usual choice for real orbitals without a magnetic field. The density is then symmetric, $D_{ij}=D_{ji}$, so $\operatorname{tr}(D^2)=\sum_{ij}D_{ij}D_{ji}=\sum_{ij}D_{ij}^2$. The next two lemmas record these facts, the second for any symmetric matrix.

```lean
omit [Fintype o] in
private lemma hole_symm (X : Matrix o v ℝ) : (holeDensity X)ᵀ = holeDensity X := by
  simp [holeDensity, Matrix.transpose_mul]

private lemma trace_sq_sum (A : Matrix o o ℝ) (h : Aᵀ = A) :
    trace (A * A) = ∑ i, ∑ j, A i j ^ 2 := by
  simp only [Matrix.trace, Matrix.diag_apply, Matrix.mul_apply]
  refine Finset.sum_congr rfl fun i _ => Finset.sum_congr rfl fun j _ => ?_
  have e : A j i = A i j := congrFun (congrFun h i) j
  rw [e]
  ring
```

The main identity compares $(\operatorname{tr}D)^2$ with $P$. Since $D_{ij}=\sum_a X_{ia}X_{ja}$, expanding the square for fixed $i,j$ gives
$$\begin{aligned}\sum_{ab}(X_{ia}X_{jb}-X_{ib}X_{ja})^2&=\sum_{ab}X_{ia}^2X_{jb}^2+\sum_{ab}X_{ja}^2X_{ib}^2-2\sum_{ab}X_{ia}X_{ja}X_{ib}X_{jb}\\&=2\,(D_{ii}D_{jj}-D_{ij}^2).\end{aligned}$$
Summing over $i,j$ and halving yields
$$(\operatorname{tr}D)^2-P=\tfrac12\sum_{ijab}(X_{ia}X_{jb}-X_{ib}X_{ja})^2 .$$
In the proof, `h1`, `h2` and `h3` write the products of density entries as double sums, `h4` expands the square, and `key` is the identity for fixed $i,j$.

```lean
/-- The squared trace of the hole density exceeds the trace of its square by half the sum of the
squared two-by-two minors of the amplitude over all ordered pairs of rows and of columns, so that
each minor with distinct rows and columns is counted four times. -/
theorem purity_deficit_eq_minors (X : Matrix o v ℝ) :
    trace (holeDensity X) ^ 2 - trace (holeDensity X * holeDensity X) =
      1 / 2 * ∑ i, ∑ j, ∑ a, ∑ b, (X i a * X j b - X i b * X j a) ^ 2 := by
  have hD : ∀ i j, holeDensity X i j = ∑ a, X i a * X j a := fun i j => rfl
  -- for a fixed pair of occupied orbitals this is Lagrange's identity
  have key : ∀ i j, ∑ a, ∑ b, (X i a * X j b - X i b * X j a) ^ 2 =
      2 * (holeDensity X i i * holeDensity X j j - holeDensity X i j ^ 2) := by
    intro i j
    have h1 : holeDensity X i i * holeDensity X j j =
        ∑ a, ∑ b, (X i a * X i a) * (X j b * X j b) := by
      simp only [hD, Finset.sum_mul_sum]
    have h2 : holeDensity X j j * holeDensity X i i =
        ∑ a, ∑ b, (X j a * X j a) * (X i b * X i b) := by
      simp only [hD, Finset.sum_mul_sum]
    have h3 : holeDensity X i j * holeDensity X i j =
        ∑ a, ∑ b, (X i a * X j a) * (X i b * X j b) := by
      simp only [hD, Finset.sum_mul_sum]
    have h4 : ∑ a, ∑ b, (X i a * X j b - X i b * X j a) ^ 2 =
        ∑ a, ∑ b, (X i a * X i a) * (X j b * X j b) +
        ∑ a, ∑ b, (X j a * X j a) * (X i b * X i b) -
        2 * ∑ a, ∑ b, (X i a * X j a) * (X i b * X j b) := by
      simp only [Finset.mul_sum, ← Finset.sum_add_distrib, ← Finset.sum_sub_distrib]
      refine Finset.sum_congr rfl fun a _ => Finset.sum_congr rfl fun b _ => ?_
      ring
    linear_combination h4 - h1 - h2 + 2 * h3
  have t : trace (holeDensity X) ^ 2 =
      ∑ i, ∑ j, holeDensity X i i * holeDensity X j j := by
    rw [sq]
    simp only [Matrix.trace, Matrix.diag_apply, Finset.sum_mul_sum]
  rw [t, trace_sq_sum _ (hole_symm X)]
  simp only [key, Finset.mul_sum, ← Finset.sum_sub_distrib]
  refine Finset.sum_congr rfl fun i _ => Finset.sum_congr rfl fun j _ => ?_
  ring
```

Reality matters because it makes the right-hand side non-negative. For complex amplitudes the transpose would have to become the adjoint: the row $X=(1,\mathrm i)$ is nonzero, yet $XX^T=1+\mathrm i^2=0$.

## A nonzero amplitude

The hypothesis `X ≠ 0` says that there is an excitation at all. It is needed to connect the minors, the terms squared above, with the rank.

Suppose first that the rank is one. Every column is then a multiple of one vector $w$, say $X_{ia}=c_aw_i$, and both $X_{ia}X_{jb}$ and $X_{ib}X_{ja}$ equal $c_ac_bw_iw_j$. This direction does not need the hypothesis separately.

Conversely, suppose that all minors vanish. Because $X\neq0$, some entry $X_{pq}$ is nonzero. The minor with rows $p,i$ and columns $q,a$ gives $X_{pq}X_{ia}=X_{pa}X_{iq}$, so for every vector $y$
$$(Xy)_i=\sum_aX_{ia}y_a=X_{iq}\,\frac{\sum_aX_{pa}y_a}{X_{pq}} .$$
Every vector in the column space is thus a multiple of column $q$, which is nonzero, and the rank is one.

The proof follows the same route. Mathlib's `rank` is the dimension of the range of $y\mapsto Xy$, and `finrank_eq_one_iff'` turns dimension one into the existence of a nonzero vector that spans the range. Column $a$ is obtained by applying $X$ to the unit vector `Pi.single a 1`. Without the hypothesis the equivalence fails, since the zero matrix has vanishing minors and rank zero.

```lean
/-- A nonzero amplitude has rank one exactly when all its two-by-two minors vanish. -/
theorem rank_eq_one_iff_minors (X : Matrix o v ℝ) (hX : X ≠ 0) :
    X.rank = 1 ↔ ∀ i j a b, X i a * X j b = X i b * X j a := by
  classical
  change Module.finrank ℝ (LinearMap.range X.mulVecLin) = 1 ↔ _
  have hcol : ∀ i a, X.mulVecLin (Pi.single a 1) i = X i a := fun i a => by simp
  constructor
  · intro h i j a b
    obtain ⟨w, _, hw⟩ := finrank_eq_one_iff'.mp h
    -- every column is a multiple of one vector
    have col : ∀ a, ∃ c : ℝ, ∀ i, X i a = c * (w : o → ℝ) i := by
      intro a
      obtain ⟨c, hc⟩ := hw ⟨X.mulVecLin (Pi.single a 1), LinearMap.mem_range_self _ _⟩
      refine ⟨c, fun i => ?_⟩
      rw [← hcol i a]
      exact (congrFun (congrArg Subtype.val hc) i).symm
    obtain ⟨c, hc⟩ := col a
    obtain ⟨d, hd⟩ := col b
    rw [hc i, hd j, hd i, hc j]
    ring
  · intro h
    have hex : ∃ i a, X i a ≠ 0 := by
      by_contra hn
      push Not at hn
      exact hX (by ext i a; exact hn i a)
    obtain ⟨p, q, h0⟩ := hex
    -- the column through a nonzero entry spans the column space
    refine finrank_eq_one_iff'.mpr
      ⟨⟨X.mulVecLin (Pi.single q 1), LinearMap.mem_range_self _ _⟩, ?_, ?_⟩
    · intro hz
      apply h0
      rw [← hcol p q]
      exact congrFun (congrArg Subtype.val hz) p
    · rintro ⟨_, y, rfl⟩
      refine ⟨(∑ a, X p a * y a) / X p q, Subtype.ext (funext fun i => ?_)⟩
      have e : X p q * ∑ a, X i a * y a = X i q * ∑ a, X p a * y a := by
        rw [Finset.mul_sum, Finset.mul_sum]
        refine Finset.sum_congr rfl fun a _ => ?_
        linear_combination y a * h p i q a
      change _ * X.mulVecLin (Pi.single q 1) i = ∑ a, X i a * y a
      rw [hcol, div_mul_eq_mul_div, div_eq_iff h0]
      linear_combination -e
```

## Unit trace of the hole density

The hypothesis `trace (holeDensity X) = 1` reads $\sum_{ia}X_{ia}^2=1$. It is the usual normalisation in configuration interaction singles and the Tamm–Dancoff approximation, where the squared amplitudes are read as the weights of the single excitations. In full linear response with de-excitation amplitudes $Y$, the usual condition is $\sum_{ia}(X_{ia}^2-Y_{ia}^2)=1$, so $X$ alone must be rescaled before the theorem applies.

The condition first guarantees an occupied orbital, because an empty trace would be zero.

```lean
private lemma card_pos (X : Matrix o v ℝ) (hX : trace (holeDensity X) = 1) :
    0 < (Fintype.card o : ℝ) := by
  rcases isEmpty_or_nonempty o with h | h
  · simp [Matrix.trace] at hX
  · exact_mod_cast Fintype.card_pos
```

Write $n=|o|$ and let $I$ be the identity matrix. The squared distance of $D$ from the uniform density $I/n$ is
$$\sum_{ij}\Bigl(D-\frac In\Bigr)_{ij}^2=\operatorname{tr}(D^2)-\frac2n\operatorname{tr}D+\frac{n}{n^2}=P-\frac1n ,$$
where the last step uses $\operatorname{tr}D=1$. The proof applies `trace_sq_sum` to the symmetric matrix $D-I/n$ and expands the product.

```lean
/-- For a normalised amplitude, the trace of the squared hole density is the inverse number
of occupied orbitals plus the squared distance from the uniform density. -/
theorem purity_eq_uniform_add [DecidableEq o] (X : Matrix o v ℝ)
    (hX : trace (holeDensity X) = 1) :
    trace (holeDensity X * holeDensity X) = (Fintype.card o : ℝ)⁻¹ +
      ∑ i, ∑ j, ((holeDensity X - (Fintype.card o : ℝ)⁻¹ • 1) i j) ^ 2 := by
  have hn := inv_mul_cancel₀ (card_pos X hX).ne'
  rw [← trace_sq_sum _ (by
    rw [transpose_sub, transpose_smul, transpose_one, hole_symm])]
  simp only [Matrix.sub_mul, Matrix.mul_sub, Matrix.smul_mul, Matrix.mul_smul,
    Matrix.one_mul, Matrix.mul_one, trace_sub, trace_smul, trace_one, hX, smul_eq_mul]
  linear_combination (-(Fintype.card o : ℝ)⁻¹) * hn
```

The distance is non-negative, so $P\ge1/n>0$, and therefore $1/P\le n$. The next three lemmas are these steps.

```lean
private lemma inv_card_le (X : Matrix o v ℝ) (hX : trace (holeDensity X) = 1) :
    (Fintype.card o : ℝ)⁻¹ ≤ trace (holeDensity X * holeDensity X) := by
  classical
  rw [purity_eq_uniform_add X hX]
  exact le_add_of_nonneg_right
    (Finset.sum_nonneg fun i _ => Finset.sum_nonneg fun j _ => sq_nonneg _)

private lemma purity_pos (X : Matrix o v ℝ) (hX : trace (holeDensity X) = 1) :
    0 < trace (holeDensity X * holeDensity X) :=
  lt_of_lt_of_le (inv_pos.mpr (card_pos X hX)) (inv_card_le X hX)

private lemma ratio_le_card (X : Matrix o v ℝ) (hX : trace (holeDensity X) = 1) :
    participationRatio X ≤ Fintype.card o := by
  have hn := card_pos X hX
  rw [participationRatio, div_le_iff₀ (purity_pos X hX), ← mul_inv_cancel₀ hn.ne']
  exact mul_le_mul_of_nonneg_left (inv_card_le X hX) hn.le
```

The final theorem has three parts, all for a normalised amplitude.

- **Lower bound.** The minor identity becomes $1-P=\tfrac12\sum_{ijab}(X_{ia}X_{jb}-X_{ib}X_{ja})^2\ge0$. Hence $P\le1$ and $1/P\ge1$.
- **Upper bound.** The transpose $X^T$ is also normalised and has the same purity, so the bound by $|o|$ applied to $X^T$ gives $1/P\le|v|$. Together, $1/P\le\min(|o|,|v|)$.
- **Value one.** $1/P=1$ means $P=1$, which holds exactly when the sum of squares is zero, that is, when every minor vanishes. A normalised $X$ is nonzero, so this is equivalent to rank one.

In the proof, `L` is the minor identity with the unit trace inserted, `ht` and `he` carry normalisation and ratio over to the transpose, and, in the third part, `hs` says that the sum of squares vanishes exactly when all minors do.

```lean
/-- The participation ratio of a normalised amplitude lies between one and the smaller of
the numbers of occupied and virtual orbitals, and is one exactly when the rank is one. -/
theorem participationRatio_bounds (X : Matrix o v ℝ) (hX : trace (holeDensity X) = 1) :
    1 ≤ participationRatio X ∧
      participationRatio X ≤ (min (Fintype.card o) (Fintype.card v) : ℕ) ∧
      (participationRatio X = 1 ↔ X.rank = 1) := by
  have hp := purity_pos X hX
  have L := purity_deficit_eq_minors X
  rw [hX] at L
  refine ⟨?_, ?_, ?_⟩
  · have hs : 0 ≤ ∑ i, ∑ j, ∑ a, ∑ b, (X i a * X j b - X i b * X j a) ^ 2 := by
      positivity
    rw [participationRatio, le_div_iff₀ hp]
    linarith
  · -- the bound by the virtual space is the occupied bound for the transpose
    have ht : trace (holeDensity Xᵀ) = 1 := by
      rw [← hX]
      exact Matrix.trace_mul_comm Xᵀ X
    have he : participationRatio Xᵀ = participationRatio X :=
      congrArg (fun t : ℝ => 1 / t) (hole_purity_eq_electron_purity X).symm
    rw [Nat.cast_min]
    exact le_min (ratio_le_card X hX) (he ▸ ratio_le_card Xᵀ ht)
  · have hne : X ≠ 0 := by
      rintro rfl
      simp [holeDensity] at hX
    -- a sum of squares vanishes exactly when every minor does
    have hs : ∑ i, ∑ j, ∑ a, ∑ b, (X i a * X j b - X i b * X j a) ^ 2 = 0 ↔
        ∀ i j a b, X i a * X j b = X i b * X j a := by
      simp (disch := (intros; positivity)) only [Finset.sum_eq_zero_iff_of_nonneg,
        Finset.mem_univ, true_imp_iff, pow_eq_zero_iff two_ne_zero, sub_eq_zero]
    rw [rank_eq_one_iff_minors X hne, ← hs, participationRatio, div_eq_iff hp.ne', one_mul]
    constructor <;> intro h <;> linarith

end

end NaturalTransitionOrbitals
```

Without normalisation the bounds fail for the ratio as defined here: the one-by-one amplitude $X=(2)$ has rank one but $1/P=1/16$. The scale-invariant form $(\operatorname{tr}D)^2/P$, which agrees with $1/P$ for normalised amplitudes, would give 1. With normalisation, a ratio of exactly one means that the amplitude is carried by a single hole–electron orbital pair. The value depends on whether spatial or spin orbitals are counted. A singlet excitation from a closed-shell reference, with normalised spatial amplitude $A$, has two equal blocks $A/\sqrt2$ in spin orbitals, one for each spin, and its ratio there is twice that of $A$. One such block alone has squared norm $1/2$ and must be rescaled before the theorem applies to it.

```lean
#print axioms NaturalTransitionOrbitals.participationRatio_bounds
```

```
'NaturalTransitionOrbitals.participationRatio_bounds' depends on axioms: [propext, Classical.choice, Quot.sound]
```
